# Positivity of the ring-polymer form at a parabolic barrier for zero-sum displacements holds exactly when b < 2w sin(π/P)

Take P ≥ 2 beads at real positions q_j with cyclic index j = 0, …, P − 1, frequencies w, b ≥ 0, and

S(q) = ∑_j (q_{j+1} − q_j)²,  N(q) = ∑_j q_j²,  F(q) = w² S(q) − b² N(q).

Then F(q) > 0 for every q ≠ 0 with ∑_j q_j = 0 if and only if b < 2w sin(π/P).

For a particle of mass m in one dimension, on the barrier V(x) = −½ m b² x², the ring-polymer potential with spring frequency w is ½ m F. The zero sum holds the centroid at the barrier top. With w = P/(βħ) at inverse temperature β (the convention in which V is summed over beads without a factor 1/P and the Boltzmann weight is taken at β/P) the condition reads βħb < 2P sin(π/P), and its large-P limit βħb < 2π says that the temperature lies above the crossover of instanton theory, which sits at βħb = 2π; that substitution and limit are commentary, and no theorem below contains them. In ring-polymer rate theory the threshold b = 2w sin(π/P) marks where, as b grows, the ring collapsed at the barrier top stops being stable against internal distortion (along the centroid it is unstable for every b > 0), here for an exactly quadratic barrier; instanton geometries and rates are not treated.

## Beads, phases and modes

Beads are indexed by `ZMod P`, so j + 1 wraps around. With I the imaginary unit, χ(x) = exp(2πIx/P).

In Lean 4 with Mathlib:

```lean
import Mathlib

open Real Finset ComplexConjugate

namespace RingPolymerCrossover

noncomputable section

local notation "χ" => ZMod.stdAddChar

variable {P : ℕ} [NeZero P]
```

`halfAngle k` is θ_k = πk/P with k read in 0, …, P − 1.

```lean
/-- The angle `π k / P` attached to index `k` of a ring of `P` beads. -/
def halfAngle (k : ZMod P) : ℝ := π * k.val / P
```

`spring` is S and `hessianForm` is F. At P = 2 both bonds join the same pair, so S = 2(q_1 − q_0)².

```lean
/-- Sum of squared bond lengths of the ring polymer, with cyclic bead index. -/
def spring (q : ZMod P → ℝ) : ℝ := ∑ j, (q (j + 1) - q j) ^ 2

/-- Quadratic form of a ring polymer with spring frequency `w` on a parabolic barrier
of frequency `b`. -/
def hessianForm (w b : ℝ) (q : ZMod P → ℝ) : ℝ := w ^ 2 * spring q - b ^ 2 * ∑ j, q j ^ 2
```

`mode q k` is Q_k = ∑_j χ(kj) q_j; the unitary amplitude is Q_k/√P.

```lean
/-- Normal-mode amplitude `∑ j, exp (2 π i k j / P) q j` of the bead positions. -/
def mode (q : ZMod P → ℝ) (k : ZMod P) : ℂ := ∑ j, χ (k * j) * (q j : ℂ)
```

`lowestMode` is c_j = cos(2πj/P); normalised, it is √(2/P) c_j for P ≥ 3 and (1, −1)/√2 for P = 2.

```lean
/-- The bead configuration `q j = cos (2 π j / P)`. -/
def lowestMode (P : ℕ) (j : ZMod P) : ℝ := cos (2 * halfAngle j)
```

## (a) Components of the phase

Show that χ(k) = cos 2θ_k + I sin 2θ_k.

Since 2πk/P = 2θ_k, this is Euler's formula; `h` establishes the exponential form.

```lean
/-- The phase factor of index `k` has real part `cos (2 π k / P)` and imaginary part
`sin (2 π k / P)`. -/
theorem phase_re_im (k : ZMod P) :
    (χ k).re = cos (2 * halfAngle k) ∧ (χ k).im = sin (2 * halfAngle k) := by
  have h : χ k = Complex.exp (((2 * halfAngle k : ℝ) : ℂ) * Complex.I) := by
    rw [ZMod.stdAddChar_apply, ZMod.toCircle_apply]
    congr 1
    unfold halfAngle
    push_cast
    ring
  rw [h]
  exact ⟨Complex.exp_ofReal_mul_I_re _, Complex.exp_ofReal_mul_I_im _⟩
```

## (b) Conjugation

Show that conj χ(x) = χ(−x).

A number of unit modulus has its inverse as conjugate, and χ(x)χ(−x) = 1.

```lean
/-- Complex conjugation of the phase factor reverses the sign of the index. -/
theorem phase_conj (x : ZMod P) : conj (χ x) = χ (-x) := by
  exact (AddChar.map_neg_eq_conj _ _).symm
```

## (c) Parseval's identity

Show that ∑_k |Q_k|² = P N(q).

By (b), in `h1`,

|Q_k|² = ∑_i ∑_j χ(k(i − j)) q_i q_j.

Sum over k first (`h3`). With r = χ(i − j) the inner sum is geometric: P if i = j, otherwise (r^P − 1)/(r − 1) = 0 (`h2`). Only diagonal terms survive.

The proof turns on `AddChar.sum_mulShift`. For a primitive character, meaning that x ↦ χ(xa) is nontrivial whenever a ≠ 0, it evaluates ∑_x χ(xa) as the number of elements when a = 0 and as zero otherwise. `ZMod.isPrimitive_stdAddChar` supplies primitivity, and the geometric series never appears. Here a = i − j; part (h) takes a = 1.

```lean
/-- Parseval's identity: the squared mode amplitudes sum to `P` times the squared
bead positions. -/
theorem parseval (q : ZMod P → ℝ) :
    ∑ k, Complex.normSq (mode q k) = P * ∑ j, q j ^ 2 := by
  have h1 : ∀ k, ((Complex.normSq (mode q k) : ℝ) : ℂ)
      = ∑ i, ∑ j, χ (k * (i - j)) * ((q i : ℂ) * (q j : ℂ)) := by
    intro k
    rw [← Complex.mul_conj]
    unfold mode
    rw [map_sum (starRingEnd ℂ), Finset.sum_mul_sum]
    refine Finset.sum_congr rfl fun i _ => Finset.sum_congr rfl fun j _ => ?_
    have hs : k * (i - j) = k * i + -(k * j) := by ring
    rw [map_mul (starRingEnd ℂ), phase_conj, Complex.conj_ofReal, hs, AddChar.map_add_eq_mul]
    ring
  -- orthogonality of the phase factors
  have h2 : ∀ i j : ZMod P,
      ∑ k : ZMod P, χ (k * (i - j)) = if i = j then (P : ℂ) else 0 := by
    intro i j
    rw [AddChar.sum_mulShift _ (ZMod.isPrimitive_stdAddChar P)]
    by_cases h : i = j <;> simp [h, sub_eq_zero, ZMod.card]
  have h3 : ∑ k : ZMod P, ∑ i, ∑ j, χ (k * (i - j)) * ((q i : ℂ) * (q j : ℂ))
      = ∑ i, ∑ j, (∑ k : ZMod P, χ (k * (i - j))) * ((q i : ℂ) * (q j : ℂ)) := by
    rw [Finset.sum_comm]
    refine Finset.sum_congr rfl fun i _ => ?_
    rw [Finset.sum_comm]
    refine Finset.sum_congr rfl fun j _ => ?_
    rw [Finset.sum_mul]
  apply Complex.ofReal_injective
  push_cast
  simp only [h1]
  rw [h3]
  simp only [h2, ite_mul, zero_mul, Finset.sum_ite_eq, Finset.mem_univ, if_true]
  rw [Finset.mul_sum]
  exact Finset.sum_congr rfl fun i _ => by ring
```

## (d) Amplitudes of the bonds

Show that the bonds q_{j+1} − q_j have amplitudes (χ(−k) − 1) Q_k.

Write χ(kj) = χ(−k) χ(k(j + 1)) and relabel j + 1 → j, a bijection of the ring (`Equiv.addRight`):

∑_j χ(kj) q_{j+1} = χ(−k) Q_k.

Subtract Q_k.

```lean
/-- Passing from bead positions to bond vectors multiplies the amplitude of mode `k`
by `exp (-2 π i k / P) - 1`. -/
theorem mode_diff (q : ZMod P → ℝ) (k : ZMod P) :
    mode (fun j => q (j + 1) - q j) k = (χ (-k) - 1) * mode q k := by
  have h : ∑ j, χ (k * j) * (q (j + 1) : ℂ) = χ (-k) * ∑ j, χ (k * j) * (q j : ℂ) := by
    have hp : ∀ j : ZMod P, χ (k * j) = χ (-k) * χ (k * (j + 1)) := by
      intro j
      have hs : k * j = -k + k * (j + 1) := by ring
      rw [hs, AddChar.map_add_eq_mul]
    rw [Finset.mul_sum]
    refine Fintype.sum_equiv (Equiv.addRight (1 : ZMod P)) _ _ fun j => ?_
    simp only [Equiv.coe_addRight]
    rw [hp j, mul_assoc]
  simp only [mode, Complex.ofReal_sub, mul_sub, Finset.sum_sub_distrib, h]
  ring
```

## (e) The spring sum in normal modes

Show that P S(q) = ∑_k (2 sin θ_k)² |Q_k|².

Apply (c) to the bonds and insert (d). The weight (`hk`) is

|χ(−k) − 1|² = (cos 2θ_k − 1)² + sin² 2θ_k = 2 − 2 cos 2θ_k = 4 sin² θ_k.

```lean
/-- Normal-mode form of the spring sum: mode `k` enters with weight `(2 sin (π k / P))²`. -/
theorem spring_normal_modes (q : ZMod P → ℝ) :
    P * spring q = ∑ k, (2 * sin (halfAngle k)) ^ 2 * Complex.normSq (mode q k) := by
  have hk : ∀ k : ZMod P, Complex.normSq (χ (-k) - 1) = (2 * sin (halfAngle k)) ^ 2 := by
    intro k
    rw [← phase_conj, Complex.normSq_apply]
    simp only [Complex.sub_re, Complex.sub_im, Complex.conj_re, Complex.conj_im, Complex.one_re,
      Complex.one_im, (phase_re_im k).1, (phase_re_im k).2]
    rw [cos_two_mul, sin_two_mul]
    linear_combination (4 * (cos (halfAngle k) ^ 2 - 1)) * sin_sq_add_cos_sq (halfAngle k)
  calc P * spring q = ∑ k, Complex.normSq (mode (fun j => q (j + 1) - q j) k) :=
        (parseval (fun j => q (j + 1) - q j)).symm
    _ = _ := by
        refine Finset.sum_congr rfl fun k _ => ?_
        rw [mode_diff, Complex.normSq_mul, hk]
```

## (f) The softest internal mode

Show that sin θ_k ≥ sin(π/P) for k ≠ 0.

From 1 ≤ k ≤ P − 1 follows π/P ≤ θ_k ≤ π − π/P. If θ_k ≤ π/2 the sine is increasing; otherwise apply this to π − θ_k, which has the same sine. The `rcases` makes this split.

```lean
/-- For every mode `k ≠ 0`, `sin (π k / P)` is at least `sin (π / P)`. -/
theorem sin_lowest_le {k : ZMod P} (hk : k ≠ 0) : sin (π / P) ≤ sin (halfAngle k) := by
  have hP : (0 : ℝ) < P := by exact_mod_cast Nat.pos_of_ne_zero (NeZero.ne P)
  have hv : 0 < k.val := Nat.pos_of_ne_zero fun h => hk ((ZMod.val_eq_zero k).mp h)
  have hv1 : (1 : ℝ) ≤ k.val := by exact_mod_cast hv
  have hv2 : (k.val : ℝ) + 1 ≤ P := by exact_mod_cast ZMod.val_lt k
  have hx : 0 < π / P := div_pos pi_pos hP
  have hxP : π / P * P = π := div_mul_cancel₀ _ hP.ne'
  have hy : halfAngle k = π / P * k.val := by unfold halfAngle; ring
  -- the angle lies between `π / P` and `π - π / P`
  have h1 : π / P ≤ halfAngle k := by rw [hy]; nlinarith
  have h2 : π / P ≤ π - halfAngle k := by rw [hy]; nlinarith
  have h0 : -(π / 2) ≤ π / P := by linarith [pi_pos]
  rcases le_total (halfAngle k) (π / 2) with h | h
  · exact sin_le_sin_of_le_of_le_pi_div_two h0 h h1
  · rw [← sin_pi_sub (halfAngle k)]
    exact sin_le_sin_of_le_of_le_pi_div_two h0 (by linarith) h2
```

## (g) Discrete Wirtinger inequality

Show that (2 sin(π/P))² N(q) ≤ S(q) when ∑_j q_j = 0.

Here Q_0 = ∑_j q_j = 0. Comparing (e) with (c) term by term through (f), in `key`,

P S ≥ (2 sin(π/P))² ∑_k |Q_k|² = (2 sin(π/P))² P N.

Divide by P.

```lean
/-- Discrete Wirtinger inequality: when the bead positions sum to zero, the spring sum is at
least `(2 sin (π / P))²` times the sum of squared positions. -/
theorem wirtinger (q : ZMod P → ℝ) (hq : ∑ j, q j = 0) :
    (2 * sin (π / P)) ^ 2 * ∑ j, q j ^ 2 ≤ spring q := by
  have hP : (1 : ℝ) ≤ P := by exact_mod_cast Nat.pos_of_ne_zero (NeZero.ne P)
  have hs : 0 ≤ sin (π / P) :=
    sin_nonneg_of_nonneg_of_le_pi (by positivity) (div_le_self pi_pos.le hP)
  -- the centroid mode vanishes
  have h0 : mode q 0 = 0 := by
    have h : mode q 0 = ((∑ j, q j : ℝ) : ℂ) := by simp [mode]
    rw [h, hq, Complex.ofReal_zero]
  have key : P * ((2 * sin (π / P)) ^ 2 * ∑ j, q j ^ 2) ≤ P * spring q := by
    rw [spring_normal_modes, mul_left_comm, ← parseval, Finset.mul_sum]
    refine Finset.sum_le_sum fun k _ => ?_
    by_cases hk : k = 0
    · rw [hk, h0]; simp
    · refine mul_le_mul_of_nonneg_right ?_ (Complex.normSq_nonneg _)
      exact pow_le_pow_left₀ (by linarith) (by linarith [sin_lowest_le hk]) 2
  exact le_of_mul_le_mul_left key (by linarith)
```

## (h) Saturation by the cosine mode

For P ≥ 2, show that c_0 = 1, ∑_j c_j = 0 and S(c) = (2 sin(π/P))² N(c).

Since c_j = Re χ(j), the sum vanishes by orthogonality with a = 1, which is nonzero modulo P for P ≥ 2. The real part of χ(j + 1) + χ(j − 1) = χ(j)(χ(1) + conj χ(1)) gives `hrec`:

c_{j+1} + c_{j−1} = 2 cos(2π/P) c_j.

Let C = ∑_j c_{j+1} c_j. Multiplying by c_j, summing and relabelling gives C = cos(2π/P) N (`s2`, `s3`), so

S = 2N − 2C = 2(1 − cos(2π/P)) N = 4 sin²(π/P) N.

The closing `linear_combination` adds these equations.

```lean
/-- For `P ≥ 2` the configuration `cos (2 π j / P)` has first bead at `1`, has zero sum, and
its spring sum equals `(2 sin (π / P))²` times its sum of squared positions. -/
theorem lowestMode_saturates (hP : 2 ≤ P) :
    lowestMode P 0 = 1 ∧ ∑ j, lowestMode P j = 0 ∧
      spring (lowestMode P) = (2 * sin (π / P)) ^ 2 * ∑ j, lowestMode P j ^ 2 := by
  have : Fact (1 < P) := ⟨hP⟩
  have hq : ∀ j : ZMod P, lowestMode P j = (χ j).re := fun j => (phase_re_im j).1.symm
  refine ⟨by simp [lowestMode, halfAngle], ?_, ?_⟩
  · have hs : ∑ j : ZMod P, χ j = 0 := by
      simpa using AddChar.sum_mulShift (1 : ZMod P) (ZMod.isPrimitive_stdAddChar P)
    simp only [hq]
    rw [← Complex.re_sum, hs, Complex.zero_re]
  have h1 : (χ (1 : ZMod P)).re = cos (2 * (π / P)) := by
    rw [(phase_re_im _).1, halfAngle, ZMod.val_one P, Nat.cast_one, mul_one]
  -- eigenvector recurrence of the cyclic second difference
  have hrec : ∀ j : ZMod P, lowestMode P (j + 1) + lowestMode P (j - 1)
      = 2 * cos (2 * (π / P)) * lowestMode P j := by
    intro j
    simp only [hq]
    rw [sub_eq_add_neg, AddChar.map_add_eq_mul, AddChar.map_add_eq_mul, ← phase_conj]
    simp only [Complex.mul_re, Complex.conj_re, Complex.conj_im, h1]
    ring
  generalize lowestMode P = q at hrec ⊢
  have s1 : ∑ j, q (j + 1) ^ 2 = ∑ j, q j ^ 2 :=
    Fintype.sum_equiv (Equiv.addRight 1) _ _ fun _ => rfl
  have s2 : ∑ j, q (j + 1) * q j = ∑ j, q j * q (j - 1) :=
    Fintype.sum_equiv (Equiv.addRight 1) _ _ fun j => by simp
  have s3 : ∑ j, q (j + 1) * q j + ∑ j, q j * q (j - 1)
      = 2 * cos (2 * (π / P)) * ∑ j, q j ^ 2 := by
    rw [← Finset.sum_add_distrib, Finset.mul_sum]
    exact Finset.sum_congr rfl fun j _ => by linear_combination q j * hrec j
  have s4 : spring q = ∑ j, q (j + 1) ^ 2 + ∑ j, q j ^ 2 - 2 * ∑ j, q (j + 1) * q j := by
    unfold spring
    rw [Finset.mul_sum, ← Finset.sum_add_distrib, ← Finset.sum_sub_distrib]
    exact Finset.sum_congr rfl fun j _ => by ring
  have hc : cos (2 * (π / P)) = 1 - 2 * sin (π / P) ^ 2 := by
    rw [cos_two_mul]
    linear_combination 2 * sin_sq_add_cos_sq (π / P)
  linear_combination s4 + s1 - s2 - s3 - 2 * (∑ j, q j ^ 2) * hc
```

## (i) The crossover condition

Prove the equivalence stated at the top.

If F is positive on the zero-sum configurations, test it on c, admissible by (h):

F(c) = ((2w sin(π/P))² − b²) N(c).

Were b ≥ 2w sin(π/P) ≥ 0, this would be at most zero. Conversely, 0 ≤ b < 2w sin(π/P) may be squared, N(q) > 0 for q ≠ 0, and (g) gives

F(q) ≥ ((2w sin(π/P))² − b²) N(q) > 0.

The hypothesis `hP` matters: at P = 1 no admissible q exists, so positivity is vacuous while b < 0 fails. At P = 2 the condition is b < 2w.

```lean
/-- Crossover condition: for `P ≥ 2` beads the ring-polymer form on a parabolic barrier is
positive on all nonzero configurations with zero sum exactly when `b < 2 w sin (π / P)`. -/
theorem crossover_iff (hP : 2 ≤ P) {w b : ℝ} (hw : 0 ≤ w) (hb : 0 ≤ b) :
    (∀ q : ZMod P → ℝ, q ≠ 0 → ∑ j, q j = 0 → 0 < hessianForm w b q) ↔
      b < 2 * w * sin (π / P) := by
  constructor
  · -- test the form on the cosine mode
    intro h
    obtain ⟨h0, hsum, hsp⟩ := lowestMode_saturates hP
    have hne : lowestMode P ≠ 0 := fun hz => by
      rw [hz] at h0
      exact zero_ne_one h0
    have hpos := h _ hne hsum
    rw [hessianForm, hsp] at hpos
    have hP1 : (1 : ℝ) ≤ P := by exact_mod_cast Nat.pos_of_ne_zero (NeZero.ne P)
    have hs : 0 ≤ sin (π / P) :=
      sin_nonneg_of_nonneg_of_le_pi (by positivity) (div_le_self pi_pos.le hP1)
    by_contra hlt
    have h1 := pow_le_pow_left₀ (by positivity) (not_lt.mp hlt) 2
    have h2 := mul_le_mul_of_nonneg_right h1
      (Finset.sum_nonneg fun j (_ : j ∈ univ) => sq_nonneg (lowestMode P j))
    nlinarith
  · -- bound the spring term by the Wirtinger inequality
    intro h q hq hsum
    obtain ⟨j, hj⟩ := Function.ne_iff.mp hq
    have hj' : q j ≠ 0 := hj
    have hS : 0 < ∑ j, q j ^ 2 :=
      Finset.sum_pos' (fun i _ => sq_nonneg _) ⟨j, Finset.mem_univ _, by positivity⟩
    have h2 := mul_lt_mul_of_pos_right (pow_lt_pow_left₀ h hb two_ne_zero) hS
    have h3 := mul_le_mul_of_nonneg_left (wirtinger q hsum) (sq_nonneg w)
    unfold hessianForm
    nlinarith

end

end RingPolymerCrossover
```

```lean
#print axioms RingPolymerCrossover.crossover_iff
```

```
'RingPolymerCrossover.crossover_iff' depends on axioms: [propext, Classical.choice, Quot.sound]
```

## The same condition as an eigenvalue count

A matrix version writes F(q) = qᵀ(w²L − b²·1)q, where L is the symmetric matrix with qᵀLq = S(q), and asks for exactly one negative eigenvalue and no zero eigenvalue, as at a first-order saddle. That wording includes the centroid direction and needs b > 0, since b = 0 makes the centroid eigenvalue vanish. It would also require counting eigenvalues with multiplicity, which positivity on the zero-sum subspace avoids.
